# Adding a positive semidefinite repulsion never strengthens the static RPA response of a finite-basis model

Apply a weak static potential to a system of electrons. The density shifts, the shifted density creates a Hartree potential of its own, and that potential opposes the shift. Now keep the electrons' response to a given total potential fixed and make the repulsion between them stronger, for example by replacing a short-range kernel $\mathrm{erfc}(\mu r)/r$ by the full $1/r$, where $r$ is the distance and $\mu$ sets the range. Is the response weaker for every applied potential? With one degree of freedom the answer can be read off a fraction. With many, the response and the interaction are matrices that need not commute, and the fraction is no longer available.

## The ordering and the exact gap

Work in a finite orthonormal real basis. Let $X$ be minus the static bare density response, $v$ the interaction matrix and $b$ the applied potential. Write $\rho$ for minus the induced density. In the random-phase approximation (RPA) the electrons respond through $X$ to the total potential:

$$\rho = X(b - v\rho), \qquad\text{so}\qquad \rho = R(v)\,b,\quad R(v) = X(1+vX)^{-1}.$$

For symmetric matrices, $A \le B$ in the Loewner order means that $B-A$ is positive semidefinite, that is, $b^TAb \le b^TBb$ for every $b$. Let $w$ be a second interaction and $\Delta = w - v$. If $X$, $v$ and $\Delta$ are positive semidefinite, then $1+vX$ and $1+wX$ are invertible and

$$R(v) - R(w) = R(w)\,\bigl(\Delta + \Delta R(v)\Delta\bigr)\,R(w) \;\ge\; 0 .$$

Taking $v=0$, where $R(0)=X$, gives the bound $R(w)\le X$ by the bare response. The strength of the response to $b$ is thus measured by the number $b^T\rho=b^TRb$. The ordering does not say that each component of $\rho$, or its length, shrinks.

## Where the matrix is solved in an RPA code

For a closed-shell system with real orbitals and a gap, a code can build

$$X_{pq} = 4\sum_{ia}\frac{B_{p,ia}B_{q,ia}}{\varepsilon_a-\varepsilon_i},$$

where $i$ runs over occupied and $a$ over empty orbitals, $\varepsilon$ are the orbital energies, and $B_{p,ia}$ is the integral of basis function $p$ with the product of orbitals $i$ and $a$. Each term is a positive multiple of a vector times its own transpose, so $X$ is positive semidefinite. One way to continue is to solve $(1+vX)y=b$ for the screened potential $y$ and to obtain $\rho = Xy$. That solve relies on $1+vX$ being invertible.

An RPA correlation energy computed by numerical quadrature over the coupling constant can repeat the solve with $\lambda v$ for several $\lambda$ between 0 and 1, at imaginary frequencies $i\omega$. There $1/(\varepsilon_a-\varepsilon_i)$ is replaced by $(\varepsilon_a-\varepsilon_i)/((\varepsilon_a-\varepsilon_i)^2+\omega^2)$, which is still positive, so the same algebra applies. In this finite-basis model with fixed orbitals, every solve along the path has a unique solution, and the response does not increase with $\lambda$ in the Loewner order.

The kernel replacement in the opening is also of this type: the original kernel $\mathrm{erfc}(\mu r)/r$ and the added part $\mathrm{erf}(\mu r)/r$ both have positive Fourier transforms, so their matrices $v$ and $\Delta$ are positive semidefinite.

## From the linear system to the gap formula

**Invertibility.** Suppose $(1+vX)y=0$, that is, $y+vXy=0$. Take the scalar product with $Xy$:

$$y^TXy + (Xy)^Tv(Xy) = 0.$$

Both terms are nonnegative, so both vanish. For a positive semidefinite $v$, $z^Tvz=0$ implies $vz=0$: write $v=C^TC$, so that $|Cz|^2=0$. Hence $vXy=0$, and the original equation leaves $y=0$.

**Positivity.** Put $D=1+vX$. Since $X$ and $v$ are symmetric, $D^TX=(1+Xv)X=X+XvX$. Therefore

$$R(v)=XD^{-1}=(D^{-1})^TD^TXD^{-1}=(D^{-1})^T(X+XvX)D^{-1},$$

which is symmetric and positive semidefinite.

**Dyson equation between two interactions.** Let $A=(1+vX)^{-1}$ and $B=(1+wX)^{-1}$. Insert $(1+wX)B=1$ in the first term and $A(1+vX)=1$ in the second:

$$XA-XB = XA(1+wX)B - XA(1+vX)B = XA(w-v)XB.$$

This says $R(v)-R(w)=R(v)\Delta R(w)$.

**Symmetric form.** Exchanging $v$ and $w$ gives $R(v)-R(w)=R(w)\Delta R(v)$. Replace the last factor by $R(v)=R(w)+R(v)\Delta R(w)$:

$$R(v)-R(w)=R(w)\Delta R(w)+R(w)\Delta R(v)\Delta R(w).$$

This is the gap formula. The bracket $\Delta+\Delta R(v)\Delta$ is positive semidefinite, and multiplying it on both sides by the symmetric $R(w)$ keeps it so.

**Loss for one potential.** With $\rho=R(w)b$,

$$b^TR(v)b-b^TR(w)b=\rho^T\Delta\rho+(\Delta\rho)^TR(v)(\Delta\rho).$$

The first term is twice the electrostatic energy of $\rho$ in the added repulsion. The second is the strength of the response, under $v$, to the potential $\Delta\rho$. If the loss is zero, then $\rho^T\Delta\rho=0$ and so $\Delta\rho=0$; conversely, $\Delta\rho=0$ makes both terms vanish.

**Strict loss.** Let $\Delta$ be positive definite and $Xb\ne0$. The Dyson equation between $0$ and $w$, applied to $b$, reads $Xb=\rho+Xw\rho$. Thus $\rho\neq0$, and $\rho^T\Delta\rho>0$.

**Coupling constant.** For $0\le s\le t$, the interactions $sv$ and $tv$ differ by $(t-s)v\ge0$, so $R(tv)\le R(sv)$.

## The Lean file

```lean
import Mathlib

open Matrix

namespace RPAResponseMonotonicity

noncomputable section

variable {n : Type*} [Fintype n] [DecidableEq n]

/-- Minus the static RPA density response, `X (1 + v X)⁻¹`, where `X` is minus the bare density
response and `v` is the interaction. This reading requires `1 + v X` to be invertible; for other
pairs Lean's matrix inverse, and with it `response X v`, is zero. -/
def response (X v : Matrix n n ℝ) : Matrix n n ℝ := X * (1 + v * X)⁻¹

/-- For positive semidefinite `X` and `v` the matrix `1 + v X` is invertible. -/
theorem isUnit_one_add {X v : Matrix n n ℝ} (hX : X.PosSemidef) (hv : v.PosSemidef) :
    IsUnit (1 + v * X) := by
  rw [Matrix.isUnit_iff_isUnit_det, isUnit_iff_ne_zero]
  intro hdet
  obtain ⟨y, hy, h⟩ := Matrix.exists_mulVec_eq_zero_iff.mpr hdet
  rw [Matrix.add_mulVec, Matrix.one_mulVec, ← Matrix.mulVec_mulVec] at h
  -- pair the homogeneous equation with `X y`
  have h1 : 0 ≤ y ⬝ᵥ (X *ᵥ y) := by
    simpa only [star_trivial] using hX.dotProduct_mulVec_nonneg y
  have h2 : 0 ≤ (X *ᵥ y) ⬝ᵥ (v *ᵥ (X *ᵥ y)) := by
    simpa only [star_trivial] using hv.dotProduct_mulVec_nonneg (X *ᵥ y)
  have h3 : (X *ᵥ y) ⬝ᵥ (y + v *ᵥ (X *ᵥ y)) = 0 := by rw [h, dotProduct_zero]
  rw [dotProduct_add, dotProduct_comm (X *ᵥ y) y] at h3
  have h4 : v *ᵥ (X *ᵥ y) = 0 :=
    (hv.dotProduct_mulVec_zero_iff _).1 (by rw [star_trivial]; linarith)
  rw [h4, add_zero] at h
  exact hy h

/-- For positive semidefinite `X` and `v` the RPA response is symmetric and positive
semidefinite. -/
theorem response_posSemidef {X v : Matrix n n ℝ} (hX : X.PosSemidef) (hv : v.PosSemidef) :
    (response X v).PosSemidef := by
  have hdet := (Matrix.isUnit_iff_isUnit_det _).1 (isUnit_one_add hX hv)
  have hD : (1 + v * X)ᴴ * X = X + Xᴴ * v * X := by
    rw [conjTranspose_add, conjTranspose_one, conjTranspose_mul, hv.isHermitian.eq,
      add_mul, one_mul]
  -- the response is a congruence of `X + X v X`
  have key : response X v = ((1 + v * X)⁻¹)ᴴ * (X + Xᴴ * v * X) * (1 + v * X)⁻¹ := by
    rw [← hD, ← mul_assoc, ← conjTranspose_mul, Matrix.mul_nonsing_inv _ hdet,
      conjTranspose_one, one_mul]
    rfl
  rw [key]
  exact (hX.add (hv.conjTranspose_mul_mul_same X)).conjTranspose_mul_mul_same _

/-- Dyson equation between two interactions `v` and `w`, valid whenever `1 + v X` and
`1 + w X` are invertible. -/
theorem dyson {X v w : Matrix n n ℝ} (hv : IsUnit (1 + v * X)) (hw : IsUnit (1 + w * X)) :
    response X v - response X w = response X v * (w - v) * response X w := by
  have h1 := Matrix.nonsing_inv_mul _ ((Matrix.isUnit_iff_isUnit_det _).1 hv)
  have h2 := Matrix.mul_nonsing_inv _ ((Matrix.isUnit_iff_isUnit_det _).1 hw)
  unfold response
  generalize (1 + v * X)⁻¹ = A at *
  generalize (1 + w * X)⁻¹ = B at *
  calc X * A - X * B = X * A * ((1 + w * X) * B) - X * (A * (1 + v * X)) * B := by
        rw [h1, h2, mul_one, mul_one]
    _ = X * A * (w - v) * (X * B) := by noncomm_ring

/-- The difference of two RPA responses, written symmetrically around the response to `w`;
`1 + v X` and `1 + w X` are assumed invertible. -/
theorem response_sub_eq {X v w : Matrix n n ℝ}
    (hv : IsUnit (1 + v * X)) (hw : IsUnit (1 + w * X)) :
    response X v - response X w =
      response X w * ((w - v) + (w - v) * response X v * (w - v)) * response X w := by
  have h1 := dyson hv hw
  have h2 := dyson hw hv
  -- insert one Dyson equation into the other
  linear_combination (norm := noncomm_ring) -h2 + response X w * (w - v) * h1

/-- Added repulsion never strengthens the static RPA response: if `X`, `v` and `w - v` are positive
semidefinite, both responses are well defined and `response X w ≤ response X v` in the Loewner
order. -/
theorem response_antitone {X v w : Matrix n n ℝ} (hX : X.PosSemidef) (hv : v.PosSemidef)
    (hvw : (w - v).PosSemidef) :
    IsUnit (1 + v * X) ∧ IsUnit (1 + w * X) ∧ (response X v - response X w).PosSemidef := by
  have hw : w.PosSemidef := by simpa using hv.add hvw
  have uv := isUnit_one_add hX hv
  have uw := isUnit_one_add hX hw
  refine ⟨uv, uw, ?_⟩
  have h := (hvw.add ((response_posSemidef hX hv).conjTranspose_mul_mul_same
    (w - v))).conjTranspose_mul_mul_same (response X w)
  rw [hvw.isHermitian.eq, (response_posSemidef hX hw).isHermitian.eq] at h
  rw [response_sub_eq uv uw]
  exact h

/-- For positive semidefinite `X`, `v` and `w - v`, put `ρ = response X w *ᵥ b` and
`u = (w - v) *ᵥ ρ`. The drop of the quadratic form `b ⬝ᵥ (response X _ *ᵥ b)` from `v` to `w` is
`ρ ⬝ᵥ u`, twice the electrostatic energy of `ρ` in the added repulsion, plus the same quadratic form
under `v` evaluated at the potential `u`. -/
theorem response_loss {X v w : Matrix n n ℝ} (hX : X.PosSemidef) (hv : v.PosSemidef)
    (hvw : (w - v).PosSemidef) (b : n → ℝ) :
    b ⬝ᵥ (response X v *ᵥ b) - b ⬝ᵥ (response X w *ᵥ b) =
      (response X w *ᵥ b) ⬝ᵥ ((w - v) *ᵥ (response X w *ᵥ b)) +
      ((w - v) *ᵥ (response X w *ᵥ b)) ⬝ᵥ
        (response X v *ᵥ ((w - v) *ᵥ (response X w *ᵥ b))) := by
  have hw : w.PosSemidef := by simpa using hv.add hvw
  -- a symmetric matrix can be moved to the other side of the dot product
  have sd : ∀ {A : Matrix n n ℝ}, A.PosSemidef → ∀ x y : n → ℝ,
      x ⬝ᵥ (A *ᵥ y) = (A *ᵥ x) ⬝ᵥ y := by
    intro A hA x y
    have hT : Aᵀ = A := by
      rw [← conjTranspose_eq_transpose_of_trivial]
      exact hA.isHermitian.eq
    rw [Matrix.dotProduct_mulVec, ← Matrix.mulVec_transpose, hT]
  rw [← dotProduct_sub, ← Matrix.sub_mulVec,
    response_sub_eq (isUnit_one_add hX hv) (isUnit_one_add hX hw)]
  simp only [← Matrix.mulVec_mulVec, Matrix.add_mulVec]
  rw [sd (response_posSemidef hX hw) b _, dotProduct_add,
    sd hvw (response X w *ᵥ b) (response X v *ᵥ ((w - v) *ᵥ (response X w *ᵥ b)))]

/-- For positive semidefinite `X`, `v` and `w - v`, the quadratic form `b ⬝ᵥ (response X _ *ᵥ b)`
has equal values under `v` and `w` exactly when `w - v` maps `response X w *ᵥ b` to zero. -/
theorem response_eq_iff {X v w : Matrix n n ℝ} (hX : X.PosSemidef) (hv : v.PosSemidef)
    (hvw : (w - v).PosSemidef) (b : n → ℝ) :
    b ⬝ᵥ (response X w *ᵥ b) = b ⬝ᵥ (response X v *ᵥ b) ↔
      (w - v) *ᵥ (response X w *ᵥ b) = 0 := by
  have h := response_loss hX hv hvw b
  constructor
  · intro he
    have h1 := hvw.dotProduct_mulVec_nonneg (response X w *ᵥ b)
    have h2 := (response_posSemidef hX hv).dotProduct_mulVec_nonneg
      ((w - v) *ᵥ (response X w *ᵥ b))
    rw [star_trivial] at h1 h2
    exact (hvw.dotProduct_mulVec_zero_iff _).1 (by rw [star_trivial]; linarith)
  · intro h0
    rw [h0, dotProduct_zero, zero_dotProduct] at h
    linarith

/-- If `X` and `v` are positive semidefinite and `w - v` is positive definite, then for every
potential `b` with `X b ≠ 0` the quadratic form `b ⬝ᵥ (response X _ *ᵥ b)` is strictly smaller under
`w` than under `v`. -/
theorem response_strict {X v w : Matrix n n ℝ} (hX : X.PosSemidef) (hv : v.PosSemidef)
    (hvw : (w - v).PosDef) {b : n → ℝ} (hb : X *ᵥ b ≠ 0) :
    b ⬝ᵥ (response X w *ᵥ b) < b ⬝ᵥ (response X v *ᵥ b) := by
  have hw : w.PosSemidef := by simpa using hv.add hvw.posSemidef
  -- a potential that moves the bare density also moves the interacting one
  have hf : response X w *ᵥ b ≠ 0 := by
    intro h0
    have d := dyson (isUnit_one_add hX Matrix.PosSemidef.zero) (isUnit_one_add hX hw)
    have hX0 : response X 0 = X := by simp [response]
    rw [hX0] at d
    have e := congrArg (fun M : Matrix n n ℝ => M *ᵥ b) d
    simp only [Matrix.sub_mulVec, ← Matrix.mulVec_mulVec, h0, Matrix.mulVec_zero,
      sub_zero] at e
    exact hb e
  have h := response_loss hX hv hvw.posSemidef b
  have h1 := hvw.dotProduct_mulVec_pos hf
  have h2 := (response_posSemidef hX hv).dotProduct_mulVec_nonneg
    ((w - v) *ᵥ (response X w *ᵥ b))
  rw [star_trivial] at h1 h2
  linarith

/-- For positive semidefinite `X` and `v`, the RPA response does not increase in the Loewner order
when the coupling constant is raised from `s ≥ 0` to `t ≥ s`. -/
theorem response_coupling {X v : Matrix n n ℝ} (hX : X.PosSemidef) (hv : v.PosSemidef)
    {s t : ℝ} (hs : 0 ≤ s) (hst : s ≤ t) :
    (response X (s • v) - response X (t • v)).PosSemidef := by
  refine (response_antitone hX (hv.smul hs) ?_).2.2
  rw [← sub_smul]
  exact hv.smul (sub_nonneg.2 hst)

/-- With one degree of freedom, `X = 1`, the attraction `v = -2` and `w = 0`, the difference
`w - v` is positive semidefinite and `1 + v X` is invertible, yet `response X w ≤ response X v`
fails. -/
theorem attraction_counterexample :
    ((0 : Matrix (Fin 1) (Fin 1) ℝ) - (-2 : ℝ) • 1).PosSemidef ∧
    IsUnit (1 + ((-2 : ℝ) • (1 : Matrix (Fin 1) (Fin 1) ℝ)) * 1) ∧
    ¬ (response (1 : Matrix (Fin 1) (Fin 1) ℝ) ((-2 : ℝ) • 1) - response 1 0).PosSemidef := by
  have h1 : 1 + ((-2 : ℝ) • (1 : Matrix (Fin 1) (Fin 1) ℝ)) * 1 = -1 := by
    rw [mul_one]
    module
  have h2 : response (1 : Matrix (Fin 1) (Fin 1) ℝ) ((-2 : ℝ) • 1) = -1 := by
    rw [response, h1, one_mul]
    exact Matrix.inv_eq_right_inv (by simp)
  have h3 : response (1 : Matrix (Fin 1) (Fin 1) ℝ) 0 = 1 := by simp [response]
  refine ⟨?_, ?_, ?_⟩
  · have h4 : (0 : Matrix (Fin 1) (Fin 1) ℝ) - (-2 : ℝ) • 1 = (2 : ℝ) • 1 := by module
    rw [h4]
    exact Matrix.PosSemidef.one.smul (by norm_num)
  · rw [h1]
    exact isUnit_one.neg
  · intro h
    rw [h2, h3] at h
    have h5 := h.dotProduct_mulVec_nonneg (fun _ => (1 : ℝ))
    norm_num [Matrix.sub_mulVec, Matrix.neg_mulVec, dotProduct] at h5

end

end RPAResponseMonotonicity
```

```lean
#print axioms RPAResponseMonotonicity.response_antitone
#print axioms RPAResponseMonotonicity.response_eq_iff
#print axioms RPAResponseMonotonicity.response_coupling
#print axioms RPAResponseMonotonicity.attraction_counterexample
```

```
'RPAResponseMonotonicity.response_antitone' depends on axioms: [propext, Classical.choice, Quot.sound]
'RPAResponseMonotonicity.response_eq_iff' depends on axioms: [propext, Classical.choice, Quot.sound]
'RPAResponseMonotonicity.response_coupling' depends on axioms: [propext, Classical.choice, Quot.sound]
'RPAResponseMonotonicity.attraction_counterexample' depends on axioms: [propext, Classical.choice, Quot.sound]
```

## How the Lean statements read, and how far they reach

The index type `n` labels the basis functions, and `response X v` is $R(v)$. `PosSemidef` includes symmetry for real matrices. The hypothesis `(w - v).PosSemidef` therefore compares quadratic forms, not individual matrix entries. A potential is a function `b : n → ℝ`, `*ᵥ` applies a matrix to it, and `⬝ᵥ` is the scalar product.

The main theorem, `response_antitone`, returns three facts: `1 + v * X` is invertible, `1 + w * X` is invertible, and `response X v - response X w` is positive semidefinite. The first two matter because Lean assigns a value to the inverse of a singular matrix as well; here both inverses are genuine.

The proofs follow the derivation above:

- `isUnit_one_add` turns a zero determinant into a nonzero solution `y` of the homogeneous equation. `h1` and `h2` are the two nonnegative terms, and `linarith` concludes that the second one vanishes.
- `response_posSemidef` establishes the congruence under the name `key`.
- `dyson` inserts the two identities in a `calc` block, and `noncomm_ring` does the algebra without commuting any matrices. It needs only invertibility, not positivity.
- `response_sub_eq` combines the two Dyson equations through `linear_combination`; the coefficient `response X w * (w - v)` is the factor that multiplies the substituted equation.
- `response_loss` evaluates the gap on `b`, with `sd` moving symmetric matrices across the scalar product. `response_eq_iff` and `response_strict` draw the equality case and the strict inequality from it.
- `response_coupling` applies the main theorem to `s • v` and `t • v`.

`attraction_counterexample` shows what happens when $v$ is allowed to be attractive. Take one degree of freedom with $X=1$, $v=-2$ and $w=0$. Then $w-v=2$ is positive and $1+vX=-1$ is invertible, but $R(v)=-1$ while $R(w)=1$, so the larger interaction has the larger $R$, compared with its sign. Invertibility of both matrices is thus not enough to replace the positivity of $v$. The example lies beyond the instability at $v=-1$, where $1+vX$ vanishes. A weaker attraction can still obey the ordering: $v=-1/2$ gives $R(v)=2$, which is above $R(0)=1$.

For a simulation code, four restrictions matter:

- **Fixed bare response.** Both interactions act on the same $X$. If the orbitals are reoptimised after the interaction has changed, $X$ changes too, and the theorem does not compare the two results.
- **Positive total kernel.** If an exchange-correlation kernel is added to the Hartree term, the hypotheses apply to the sum, which may fail to be positive semidefinite.
- **Real, finite matrices.** Complex Hermitian response matrices, as they occur at a general wave vector in a crystal, and the limit of a complete basis are not treated.
- **No error bounds.** Invertibility says nothing about the condition number of $1+vX$ or about rounding in the solve.

The file starts from the matrices $X$, $v$ and $w$; their construction from orbitals and Coulomb integrals, and hence their positivity in a given program, has to be supplied separately.
